# On a finite set of states, a Boltzmann model with linear parameters minimises cross-entropy exactly when its feature averages match the target's

A reference simulation assigns probabilities to the configurations of a molecule, and a simpler effective energy is to reproduce them. The effective energy is a sum of chosen terms, such as pair contacts or torsion functions, with coefficients that may take any real values. If the coefficients are fitted by minimising the cross-entropy, which properties of the reference does the best fit reproduce? For finitely many configurations, a best fit, when one exists, reproduces the average of every term, taken without its coefficient, and any coefficients that do so are optimal. This is the stationarity condition used in relative-entropy coarse-graining, here for an energy linear in its coefficients.

## States, features and the Boltzmann model

The states i form a finite type `ι` and the features k a finite type `κ`. Going from continuous coordinates to such a finite list of states is a step that the theorems leave to the user.

```lean
import Mathlib

open Finset

namespace BoltzmannMomentMatching

noncomputable section

variable {ι κ : Type*} [Fintype ι] [Fintype κ]
```

For weights w and an observable f, write

⟨f⟩_w = Σ_i w_i f(i).

There is no division by Σ_i w_i, so this is the usual average when the weights sum to one.

```lean
/-- The weighted sum `∑ i, w i * f i`, which is the average of the observable `f` when the weights
`w` sum to one. -/
def average (w f : ι → ℝ) : ℝ := ∑ i, w i * f i
```

The feature φ_k(i), in Lean `φ k i`, is any real function of the state. With real parameters t_k the energy is

E_i(t) = Σ_k t_k φ_k(i).

The inverse temperature is absorbed into t, so E is dimensionless.

```lean
/-- The energy of state `i`, linear in the parameters: `∑ k, t k * φ k i`. -/
def energy (φ : κ → ι → ℝ) (t : κ → ℝ) (i : ι) : ℝ := ∑ k, t k * φ k i
```

The partition function is

Z(t) = Σ_i exp(−E_i(t)).

```lean
/-- The partition function, the sum of the Boltzmann factors. -/
def partitionFn (φ : κ → ι → ℝ) (t : κ → ℝ) : ℝ := ∑ i, Real.exp (-energy φ t i)
```

The model probabilities are

q_i(t) = exp(−E_i(t)) / Z(t).

The minus sign is the physicist's convention; statistics texts often write the same family with a plus.

```lean
/-- The Boltzmann model on a nonempty finite set of states. -/
def boltzmann (φ : κ → ι → ℝ) (t : κ → ℝ) (i : ι) : ℝ :=
  Real.exp (-energy φ t i) / partitionFn φ t
```

The quantity to be minimised, for target weights p, is

C_p(t) = −Σ_i p_i log q_i(t).

For a probability distribution p it differs from the relative entropy of p with respect to q(t) only by the entropy of p, which does not depend on t.

```lean
/-- The cross-entropy of the Boltzmann model relative to target weights `p`. -/
def crossEntropy (φ : κ → ι → ℝ) (p : ι → ℝ) (t : κ → ℝ) : ℝ :=
  -∑ i, p i * Real.log (boltzmann φ t i)
```

The relative entropy, or Kullback–Leibler divergence, is

D(q‖r) = Σ_i q_i (log q_i − log r_i).

It is applied below only to strictly positive weights.

```lean
/-- The relative entropy of `q` with respect to `r`, for strictly positive weights. -/
def relEntropy (q r : ι → ℝ) : ℝ := ∑ i, q i * (Real.log (q i) - Real.log (r i))
```

## Cross-entropy as mean energy plus log Z

Exchanging the two finite sums gives

⟨E(t)⟩_w = Σ_i w_i Σ_k t_k φ_k(i) = Σ_k t_k ⟨φ_k⟩_w.

The exchange is `Finset.sum_comm`.

```lean
/-- The average energy is the parameter-weighted sum of the feature averages. -/
theorem average_energy (φ : κ → ι → ℝ) (w : ι → ℝ) (t : κ → ℝ) :
    average w (energy φ t) = ∑ k, t k * average w (φ k) := by
  simp only [average, energy, Finset.mul_sum]
  rw [Finset.sum_comm]
  exact Finset.sum_congr rfl fun _ _ => Finset.sum_congr rfl fun _ _ => by ring
```

With at least one state, Z(t) is a nonempty sum of positive exponentials and hence positive. So each q_i(t) is positive, and Σ_i q_i(t) = Z(t)/Z(t) = 1.

```lean
/-- On a nonempty finite set the Boltzmann weights are strictly positive and sum to one. -/
theorem boltzmann_prob [Nonempty ι] (φ : κ → ι → ℝ) (t : κ → ℝ) :
    (∀ i, 0 < boltzmann φ t i) ∧ ∑ i, boltzmann φ t i = 1 := by
  have hZ : 0 < partitionFn φ t :=
    Finset.sum_pos (fun i _ => Real.exp_pos _) Finset.univ_nonempty
  refine ⟨fun i => div_pos (Real.exp_pos _) hZ, ?_⟩
  simp only [boltzmann]
  rw [← Finset.sum_div]
  exact div_self hZ.ne'
```

Taking the logarithm of the model gives log q_i(t) = −E_i(t) − log Z(t). Therefore

C_p(t) = Σ_i p_i E_i(t) + (Σ_i p_i) log Z(t) = ⟨E(t)⟩_p + log Z(t).

The last equality uses the normalisation Σ_i p_i = 1, which is the hypothesis `hp`. Nothing else is assumed about p: some states may have zero weight, and even the sign of p_i plays no role.

```lean
/-- For target weights summing to one, the cross-entropy is the target average of the energy
plus the logarithm of the partition function. -/
theorem crossEntropy_eq [Nonempty ι] (φ : κ → ι → ℝ) {p : ι → ℝ} (hp : ∑ i, p i = 1)
    (t : κ → ℝ) :
    crossEntropy φ p t = average p (energy φ t) + Real.log (partitionFn φ t) := by
  have hZ : 0 < partitionFn φ t :=
    Finset.sum_pos (fun i _ => Real.exp_pos _) Finset.univ_nonempty
  have hlog : ∀ i, Real.log (boltzmann φ t i) =
      -energy φ t i - Real.log (partitionFn φ t) := fun i => by
    rw [boltzmann, Real.log_div (Real.exp_pos _).ne' hZ.ne', Real.log_exp]
  have hsum : ∑ i, p i * (-energy φ t i - Real.log (partitionFn φ t)) =
      -(∑ i, p i * energy φ t i) - (∑ i, p i) * Real.log (partitionFn φ t) := by
    rw [Finset.sum_mul, ← Finset.sum_neg_distrib, ← Finset.sum_sub_distrib]
    exact Finset.sum_congr rfl fun i _ => by ring
  simp only [crossEntropy, average, hlog]
  rw [hsum, hp]
  ring
```

## Gibbs' inequality with its equality case

Let q and r be positive weights with equal sums. Where q_i ≠ r_i, put x = r_i/q_i ≠ 1 in log x < x − 1 and multiply by q_i:

q_i (log r_i − log q_i) < r_i − q_i,

that is,

q_i − r_i < q_i (log q_i − log r_i).

Where q_i = r_i, both sides vanish. Summing over i, the left side gives zero, so D(q‖r) ≥ 0, with strict inequality as soon as one weight differs. In the proof `hlt` is the strict bound, `hle` adds the case of equality, and `hpos` is the strict sum.

```lean
/-- Gibbs' inequality: for strictly positive weights with equal sums the relative entropy is
nonnegative, and it vanishes exactly when the weights coincide. -/
theorem gibbs_inequality {q r : ι → ℝ} (hq : ∀ i, 0 < q i) (hr : ∀ i, 0 < r i)
    (hqr : ∑ i, q i = ∑ i, r i) :
    0 ≤ relEntropy q r ∧ (relEntropy q r = 0 ↔ q = r) := by
  -- the strict bound log x < x - 1 at x = r i / q i, multiplied by q i and rearranged
  have hlt : ∀ i, q i ≠ r i →
      q i - r i < q i * (Real.log (q i) - Real.log (r i)) := fun i hi => by
    have h := Real.log_lt_sub_one_of_pos (div_pos (hr i) (hq i))
      (fun h => hi ((div_eq_one_iff_eq (hq i).ne').1 h).symm)
    rw [Real.log_div (hr i).ne' (hq i).ne'] at h
    have h2 := mul_lt_mul_of_pos_left h (hq i)
    have e : q i * (r i / q i - 1) = r i - q i := by
      rw [mul_sub, mul_div_cancel₀ _ (hq i).ne', mul_one]
    rw [e] at h2
    linarith
  have hle : ∀ i, q i - r i ≤ q i * (Real.log (q i) - Real.log (r i)) := fun i => by
    by_cases hi : q i = r i
    · rw [hi, sub_self, sub_self, mul_zero]
    · exact (hlt i hi).le
  have hzero : ∑ i, (q i - r i) = 0 := by
    rw [Finset.sum_sub_distrib, hqr, sub_self]
  have hpos : q ≠ r → 0 < relEntropy q r := fun h => by
    obtain ⟨i, hi⟩ := Function.ne_iff.1 h
    rw [← hzero]
    exact Finset.sum_lt_sum (fun j _ => hle j) ⟨i, Finset.mem_univ i, hlt i hi⟩
  refine ⟨?_, fun h => ?_, fun h => ?_⟩
  · rw [← hzero]
    exact Finset.sum_le_sum fun j _ => hle j
  · by_contra hne
    exact (hpos hne).ne' h
  · simp [relEntropy, h]
```

## The exact change of cross-entropy

For a finite step from t to s, the mean-energy formula gives

C_p(s) − C_p(t) = Σ_k (s_k − t_k) ⟨φ_k⟩_p + log Z(s) − log Z(t).

The same formula with q(t) itself as target gives

D(q(t)‖q(s)) = C_{q(t)}(s) − C_{q(t)}(t) = Σ_k (s_k − t_k) ⟨φ_k⟩_{q(t)} + log Z(s) − log Z(t).

Subtracting removes the partition functions:

C_p(s) − C_p(t) = Σ_k (s_k − t_k)(⟨φ_k⟩_p − ⟨φ_k⟩_{q(t)}) + D(q(t)‖q(s)).

The intermediate fact `hD` is the first equality for D; the rewrites with `crossEntropy_eq` supply the rest.

```lean
/-- For target weights summing to one, the change of cross-entropy from `t` to `s` is a term
linear in the mismatch of feature averages at `t`, plus the relative entropy of the models. -/
theorem crossEntropy_sub [Nonempty ι] (φ : κ → ι → ℝ) {p : ι → ℝ} (hp : ∑ i, p i = 1)
    (s t : κ → ℝ) :
    crossEntropy φ p s - crossEntropy φ p t =
      ∑ k, (s k - t k) * (average p (φ k) - average (boltzmann φ t) (φ k)) +
        relEntropy (boltzmann φ t) (boltzmann φ s) := by
  have hq := (boltzmann_prob φ t).2
  have hD : relEntropy (boltzmann φ t) (boltzmann φ s) =
      crossEntropy φ (boltzmann φ t) s - crossEntropy φ (boltzmann φ t) t := by
    simp only [relEntropy, crossEntropy, mul_sub, Finset.sum_sub_distrib]
    ring
  rw [hD, crossEntropy_eq φ hp, crossEntropy_eq φ hp, crossEntropy_eq φ hq,
    crossEntropy_eq φ hq]
  simp only [average_energy, sub_mul, mul_sub, Finset.sum_sub_distrib]
  ring
```

## The slope along a direction

Move from t along a vector v by an amount x. Since the energy is linear in the parameters,

C_p(t + xv) = ⟨E(t)⟩_p + x⟨E(v)⟩_p + log Σ_i exp(−E_i(t) − xE_i(v)).

Differentiating at x = 0 gives

⟨E(v)⟩_p − Σ_i exp(−E_i(t)) E_i(v) / Z(t) = ⟨E(v)⟩_p − ⟨E(v)⟩_{q(t)} = Σ_k v_k (⟨φ_k⟩_p − ⟨φ_k⟩_{q(t)}).

In Lean, `hf` is the expansion in x, `hZ` and `hlog` differentiate the sum and its logarithm, and `hq` recognises the model average.

```lean
/-- For target weights summing to one, the slope of the cross-entropy at `t` along a direction `v`
is the sum over `k` of `v k` times the mismatch of feature `k`, where the mismatch is the target
average minus the model average. -/
theorem hasDerivAt_crossEntropy [Nonempty ι] (φ : κ → ι → ℝ) {p : ι → ℝ}
    (hp : ∑ i, p i = 1) (t v : κ → ℝ) :
    HasDerivAt (fun x : ℝ => crossEntropy φ p (t + x • v))
      (∑ k, v k * (average p (φ k) - average (boltzmann φ t) (φ k))) 0 := by
  have hE : ∀ (x : ℝ) i, energy φ (t + x • v) i = energy φ t i + x * energy φ v i :=
    fun x i => by
      simp only [energy, Pi.add_apply, Pi.smul_apply, smul_eq_mul, add_mul,
        Finset.sum_add_distrib, Finset.mul_sum, mul_assoc]
  have hf : (fun x : ℝ => crossEntropy φ p (t + x • v)) = fun x : ℝ =>
      (average p (energy φ t) + x * average p (energy φ v)) +
        Real.log (∑ i, Real.exp (-(energy φ t i + x * energy φ v i))) := by
    funext x
    rw [crossEntropy_eq φ hp]
    simp only [partitionFn, average, hE, mul_add, Finset.sum_add_distrib, Finset.mul_sum,
      mul_left_comm]
  have hlin : ∀ i, HasDerivAt (fun x : ℝ => -(energy φ t i + x * energy φ v i))
      (-energy φ v i) 0 := fun i =>
    ((((hasDerivAt_id' (0 : ℝ)).mul_const (energy φ v i)).const_add
      (energy φ t i)).fun_neg).congr_deriv (by ring)
  have hZ : HasDerivAt (fun x : ℝ => ∑ i, Real.exp (-(energy φ t i + x * energy φ v i)))
      (∑ i, Real.exp (-(energy φ t i + 0 * energy φ v i)) * -energy φ v i) 0 :=
    HasDerivAt.fun_sum fun i _ => (hlin i).exp
  have hlog := hZ.log
    (Finset.sum_pos (fun i _ => Real.exp_pos _) Finset.univ_nonempty).ne'
  -- the model average of the energy with parameters `v`, written as a single quotient
  have hq : average (boltzmann φ t) (energy φ v) =
      (∑ i, Real.exp (-energy φ t i) * energy φ v i) / partitionFn φ t := by
    simp only [average, boltzmann]
    rw [Finset.sum_div]
    exact Finset.sum_congr rfl fun i _ => by ring
  have hR : ∑ k, v k * (average p (φ k) - average (boltzmann φ t) (φ k)) =
      average p (energy φ v) - average (boltzmann φ t) (energy φ v) := by
    simp only [average_energy, mul_sub, Finset.sum_sub_distrib]
  rw [hf]
  refine ((((hasDerivAt_id' (0 : ℝ)).mul_const (average p (energy φ v))).const_add
    (average p (energy φ t))).fun_add hlog).congr_deriv ?_
  rw [hR, hq]
  simp only [zero_mul, add_zero, mul_neg, Finset.sum_neg_distrib, one_mul, partitionFn]
  ring
```

## Minimisation and matching averages

Suppose t is a minimiser. Choose as direction the vector of mismatches, g_k = ⟨φ_k⟩_p − ⟨φ_k⟩_{q(t)}. The slope at a minimum is zero, so

Σ_k g_k² = 0,

and every g_k vanishes. Conversely, if all averages agree, the linear term in the exact change is zero and

C_p(s) − C_p(t) = D(q(t)‖q(s)) ≥ 0 for every s.

The left side of the Lean equivalence, `∀ s, crossEntropy φ p t ≤ crossEntropy φ p s`, says that t is a global minimiser over all real parameter vectors; the right side is equality of averages, feature by feature. The theorem does not say that a minimiser exists. With two states, one feature with values 0 and 1, and a target entirely on the first state, the model average is always positive while the target average is zero, so no finite parameter is optimal.

```lean
/-- For target weights summing to one on a nonempty finite set, parameters minimise the
cross-entropy if and only if model and target give every feature the same average. -/
theorem minimises_iff_averages_match [Nonempty ι] (φ : κ → ι → ℝ) {p : ι → ℝ}
    (hp : ∑ i, p i = 1) (t : κ → ℝ) :
    (∀ s, crossEntropy φ p t ≤ crossEntropy φ p s) ↔
      ∀ k, average (boltzmann φ t) (φ k) = average p (φ k) := by
  constructor
  · intro h k
    -- move along the vector of mismatches: the slope is a sum of squares
    let g : κ → ℝ := fun k => average p (φ k) - average (boltzmann φ t) (φ k)
    have hmin : IsLocalMin (fun x : ℝ => crossEntropy φ p (t + x • g)) 0 :=
      Filter.Eventually.of_forall fun x => by
        show crossEntropy φ p (t + (0 : ℝ) • g) ≤ crossEntropy φ p (t + x • g)
        rw [zero_smul, add_zero]
        exact h _
    have h0 : ∑ k, g k * g k = 0 :=
      hmin.hasDerivAt_eq_zero (hasDerivAt_crossEntropy φ hp t g)
    have hk := (Finset.sum_eq_zero_iff_of_nonneg
      (fun k _ => mul_self_nonneg (g k))).1 h0 k (Finset.mem_univ k)
    exact (sub_eq_zero.1 (mul_self_eq_zero.1 hk)).symm
  · intro h s
    have hid := crossEntropy_sub φ hp s t
    simp only [h, sub_self, mul_zero, Finset.sum_const_zero, zero_add] at hid
    have hD := (gibbs_inequality (boltzmann_prob φ t).1 (boltzmann_prob φ s).1
      ((boltzmann_prob φ t).2.trans (boltzmann_prob φ s).2.symm)).1
    linarith
```

If s and t are both minimisers, then C_p(s) = C_p(t), and the averages match at t. The exact change reduces to D(q(t)‖q(s)) = 0, and the equality case of Gibbs' inequality gives q(t) = q(s). The parameters themselves may differ: the coefficient of a constant feature, for instance, shifts all energies equally and leaves the distribution unchanged.

```lean
/-- For target weights summing to one on a nonempty finite set, any two minimisers of the
cross-entropy give the same Boltzmann distribution. -/
theorem minimising_model_unique [Nonempty ι] (φ : κ → ι → ℝ) {p : ι → ℝ}
    (hp : ∑ i, p i = 1) {s t : κ → ℝ}
    (hs : ∀ u, crossEntropy φ p s ≤ crossEntropy φ p u)
    (ht : ∀ u, crossEntropy φ p t ≤ crossEntropy φ p u) :
    boltzmann φ t = boltzmann φ s := by
  have hid := crossEntropy_sub φ hp s t
  simp only [(minimises_iff_averages_match φ hp t).1 ht, sub_self, mul_zero,
    Finset.sum_const_zero, zero_add] at hid
  -- equal minimal values leave no relative entropy between the models
  refine (gibbs_inequality (boltzmann_prob φ t).1 (boltzmann_prob φ s).1
    ((boltzmann_prob φ t).2.trans (boltzmann_prob φ s).2.symm)).2.1 ?_
  linarith [hs t, ht s]

end

end BoltzmannMomentMatching
```

```lean
#print axioms BoltzmannMomentMatching.minimises_iff_averages_match
-- 'BoltzmannMomentMatching.minimises_iff_averages_match' depends on axioms: [propext, Classical.choice, Quot.sound]
#print axioms BoltzmannMomentMatching.minimising_model_unique
-- 'BoltzmannMomentMatching.minimising_model_unique' depends on axioms: [propext, Classical.choice, Quot.sound]
```
